# For two or more normalised basis functions, the overlap determinant bounds the condition number

Take two normalised, linearly independent orbitals with overlap $\sigma$, so that $|\sigma|<1$. Their overlap matrix

$$S=\begin{pmatrix}1&\sigma\\ \sigma^*&1\end{pmatrix}$$

has eigenvalues $m=1-|\sigma|$ and $M=1+|\sigma|$. As the orbitals approach linear dependence, $m$ tends to zero and the condition number $M/m$ diverges. The determinant is $mM=1-|\sigma|^2$. Since the trace fixes $m+M=2$, this can be written as

$$\det S=\frac{4mM}{(m+M)^2}.$$

The right-hand side is a strictly decreasing function of the ratio $M/m\ge 1$, so here the determinant fixes the condition number. With more functions the equality becomes an upper bound on $\det S$.

## Averaging the two extreme eigenvalues

Let $S$ be the overlap matrix of $N\ge 2$ normalised, linearly independent functions, with eigenvalues $\lambda_k>0$ counted with multiplicity. The unit diagonal gives $\sum_k\lambda_k=\operatorname{tr}S=N$. Let $m$ and $M$ now denote the least and greatest eigenvalues, and choose different positions $i\ne j$ with $\lambda_i=m$ and $\lambda_j=M$. This is possible even when all eigenvalues coincide. Call the set of remaining positions $R$. Then

$$\det S=mM\prod_{k\in R}\lambda_k=\frac{4mM}{(m+M)^2}\,P,\qquad P=\Big(\frac{m+M}{2}\Big)^2\prod_{k\in R}\lambda_k .$$

$P$ is the product of the eigenvalues after $m$ and $M$ have both been replaced by their mean, which leaves the sum unchanged. Every real $x$ satisfies $x\le e^{x-1}$, with equality only at $x=1$. Applying this to each factor of $P$ gives

$$P\le\exp\Big[(m-1)+(M-1)+\sum_{k\in R}(\lambda_k-1)\Big]=e^0=1,$$

and therefore

$$\det S\le\frac{4mM}{(m+M)^2}.$$

If some $\lambda_k$ with $k\in R$ differs from 1, the inequality is strict. If all of them equal 1, the trace forces $m+M=2$ and $P=1$. Equality thus holds exactly when all eigenvalues other than one $m$ and one $M$ equal 1. For $N=2$ the set $R$ is empty and equality is automatic.

## From the determinant to the condition number

The bound can be rearranged as

$$\Big(\frac{M-m}{m+M}\Big)^2=1-\frac{4mM}{(m+M)^2}\le 1-\det S=:s^2,\qquad s\ge 0.$$

Since $\det S>0$, we have $s<1$. Taking the root gives $M-m\le s(m+M)$, that is, $M(1-s)\le m(1+s)$, and so

$$\frac Mm\le\frac{1+s}{1-s}.$$

For two orbitals $s=|\sigma|$, and this is an equality. In electronic structure calculations with a finite normalised basis, the estimate limits how ill-conditioned the orthogonalisation can be once $\det S$ is known. It works in one direction only: many separate pairs of moderately overlapping functions make $\det S$ small while $M/m$ stays moderate.

## Normalised overlap matrices and their spectra in Lean

In the code the letter `n` is the finite set of labels of the basis functions, not their number, which is `Fintype.card n`. The matrix `S` is complex.

```lean
import Mathlib

open Matrix
open scoped ComplexOrder

namespace OverlapDeterminant

variable {n : Type*} [Fintype n] [DecidableEq n] {S : Matrix n n ℂ}
```

Two properties define the matrices considered: positive definiteness, which expresses linear independence, and a unit diagonal, which expresses normalisation.

```lean
/-- The overlap matrix of linearly independent, normalised basis functions:
positive definite with unit diagonal. -/
structure NormalizedOverlap (S : Matrix n n ℂ) : Prop where
  posDef : S.PosDef
  diag : ∀ i, S i i = 1
```

Both are hypotheses on a matrix. The step from actual orbitals to `S`, computing the inner products $\langle\chi_i|\chi_j\rangle$ and deducing these two properties, is left to the reader of the theorem.

The eigenvalues $\lambda_k$ are Mathlib's list for a Hermitian matrix, with one entry for each label.

```lean
/-- The eigenvalues of a normalised overlap matrix, listed with multiplicity. -/
noncomputable def NormalizedOverlap.eigs (h : NormalizedOverlap S) : n → ℝ :=
  h.posDef.isHermitian.eigenvalues
```

They are positive because `S` is positive definite.

```lean
/-- The eigenvalues of a normalised overlap matrix are positive. -/
theorem eigs_pos (h : NormalizedOverlap S) (i : n) : 0 < h.eigs i :=
  h.posDef.eigenvalues_pos i
```

Computing the trace once from the eigenvalues and once from the diagonal gives $\sum_k\lambda_k=N$.

```lean
/-- The eigenvalues of a normalised overlap matrix sum to the number of basis functions. -/
theorem sum_eigs (h : NormalizedOverlap S) : ∑ i, h.eigs i = Fintype.card n := by
  have ht : S.trace = ∑ i, ((h.eigs i : ℝ) : ℂ) :=
    h.posDef.isHermitian.trace_eq_sum_eigenvalues
  have hd : S.trace = (Fintype.card n : ℂ) := by simp [Matrix.trace, h.diag]
  rw [hd] at ht
  exact_mod_cast ht.symm
```

The determinant is a complex number in Lean. The next lemma identifies it with a real product, so `S.det.re` in the later statements is the whole determinant.

```lean
/-- The determinant of a normalised overlap matrix is the real number given by the product
of its eigenvalues. -/
theorem det_eq_prod (h : NormalizedOverlap S) : S.det = ((∏ i, h.eigs i : ℝ) : ℂ) := by
  rw [Complex.ofReal_prod]
  exact h.posDef.isHermitian.det_eq_prod_eigenvalues
```

## The averaged product is at most one

The central inequality concerns any positive numbers with mean 1 and any two different positions, not only the extreme ones. The remaining positions are `(Finset.univ.erase i).erase j`, abbreviated to `R` inside the proof.

```lean
/-- Positive numbers with mean 1 are given, and two of them are replaced by their average.
The new product is at most 1, and it equals 1 exactly when all the other numbers are 1. -/
theorem averaged_prod (x : n → ℝ) (hx : ∀ k, 0 < x k) (hsum : ∑ k, x k = Fintype.card n)
    {i j : n} (hij : i ≠ j) :
    ((x i + x j) / 2) ^ 2 * ∏ k ∈ (Finset.univ.erase i).erase j, x k ≤ 1 ∧
    (((x i + x j) / 2) ^ 2 * ∏ k ∈ (Finset.univ.erase i).erase j, x k = 1 ↔
      ∀ k, k ≠ i → k ≠ j → x k = 1) := by
  have hj : j ∈ Finset.univ.erase i := Finset.mem_erase.2 ⟨hij.symm, Finset.mem_univ j⟩
  have h0 : ∑ k, (x k - 1) = 0 := by simp [Finset.sum_sub_distrib, hsum]
  have e1 : (x i - 1) + ∑ k ∈ Finset.univ.erase i, (x k - 1) = ∑ k, (x k - 1) :=
    Finset.add_sum_erase _ (fun k => x k - 1) (Finset.mem_univ i)
  have e2 : (x j - 1) + ∑ k ∈ (Finset.univ.erase i).erase j, (x k - 1)
      = ∑ k ∈ Finset.univ.erase i, (x k - 1) :=
    Finset.add_sum_erase _ (fun k => x k - 1) hj
  have hmem : ∀ k, k ∈ (Finset.univ.erase i).erase j ↔ k ≠ j ∧ k ≠ i := by
    intro k
    simp [Finset.mem_erase]
  generalize (Finset.univ.erase i).erase j = R at e2 hmem ⊢
  -- each factor obeys x ≤ exp (x - 1), and the exponents add up to zero
  have ha : ((x i + x j) / 2) ^ 2 ≤ Real.exp (x i - 1 + (x j - 1)) := by
    have h1 := Real.add_one_le_exp ((x i + x j) / 2 - 1)
    calc ((x i + x j) / 2) ^ 2 ≤ (Real.exp ((x i + x j) / 2 - 1)) ^ 2 :=
          pow_le_pow_left₀ (by linarith [hx i, hx j]) (by linarith) 2
      _ = Real.exp (x i - 1 + (x j - 1)) := by
          rw [sq, ← Real.exp_add]
          congr 1
          ring
  have hle : ∀ k ∈ R, x k ≤ Real.exp (x k - 1) := fun k _ => by
    linarith [Real.add_one_le_exp (x k - 1)]
  have hE : Real.exp (x i - 1 + (x j - 1)) * ∏ k ∈ R, Real.exp (x k - 1) = 1 := by
    rw [← Real.exp_sum, ← Real.exp_add,
      show x i - 1 + (x j - 1) + ∑ k ∈ R, (x k - 1) = 0 by linarith, Real.exp_zero]
  have hP : 0 ≤ ∏ k ∈ R, x k := Finset.prod_nonneg fun k _ => (hx k).le
  refine ⟨?_, ?_, ?_⟩
  · rw [← hE]
    exact mul_le_mul ha (Finset.prod_le_prod (fun k _ => (hx k).le) hle) hP
      (Real.exp_pos _).le
  · -- a remaining number different from 1 makes the inequality strict
    intro heq k hki hkj
    by_contra hk
    have hlt : ∏ k ∈ R, x k < ∏ k ∈ R, Real.exp (x k - 1) :=
      Finset.prod_lt_prod (fun k _ => hx k) hle ⟨k, (hmem k).2 ⟨hkj, hki⟩, by
        linarith [Real.add_one_lt_exp (sub_ne_zero.2 hk)]⟩
    have h1 := mul_le_mul_of_nonneg_right ha hP
    have h2 := mul_lt_mul_of_pos_left hlt (Real.exp_pos (x i - 1 + (x j - 1)))
    linarith
  · intro hone
    have hR : ∀ k ∈ R, x k = 1 := fun k hk => hone k ((hmem k).1 hk).2 ((hmem k).1 hk).1
    have hs : ∑ k ∈ R, (x k - 1) = 0 :=
      Finset.sum_eq_zero fun k hk => by rw [hR k hk, sub_self]
    rw [Finset.prod_eq_one hR, show x i + x j = 2 by linarith]
    norm_num
```

Here `ha` is the exponential inequality for the average, squared, and `hle` is the same inequality for each remaining number. The statement `hE` says that the exponents cancel. Multiplying the estimates gives the bound. For the equality case, a remaining number different from 1 makes the product strictly smaller, by `Real.add_one_lt_exp`; conversely, if all remaining numbers are 1, the sum forces $x_i+x_j=2$.

The factorisation $\det S=\frac{4mM}{(m+M)^2}P$ also holds for any two positions. Its proof takes two factors out of the product and clears the denominator.

```lean
/-- For two different positions i and j in the list of eigenvalues of a normalised overlap matrix
(positive definite with unit diagonal), the determinant is 4ab/(a+b)² times the product in which the
eigenvalues a and b at i and j are averaged. -/
theorem det_factor (h : NormalizedOverlap S) {i j : n} (hij : i ≠ j) :
    S.det.re = 4 * h.eigs i * h.eigs j / (h.eigs i + h.eigs j) ^ 2 *
      (((h.eigs i + h.eigs j) / 2) ^ 2 *
        ∏ k ∈ (Finset.univ.erase i).erase j, h.eigs k) := by
  have hi0 := eigs_pos h i
  have hj0 := eigs_pos h j
  have hne : (h.eigs i + h.eigs j) ^ 2 ≠ 0 := by positivity
  rw [det_eq_prod h, Complex.ofReal_re,
    ← Finset.mul_prod_erase Finset.univ h.eigs (Finset.mem_univ i),
    ← Finset.mul_prod_erase (Finset.univ.erase i) h.eigs
      (Finset.mem_erase.2 ⟨hij.symm, Finset.mem_univ j⟩),
    div_mul_eq_mul_div, eq_div_iff hne]
  ring
```

## The determinant bound and its equality case

The theorems describe $m$ and $M$ as the least and greatest elements of the range of the eigenvalue list, and `Nontrivial n` says that there are at least two functions. The next lemma supplies the two different positions. If the least and greatest values are first found at the same position, all entries are equal and any other position serves for $M$.

```lean
omit [Fintype n] in
/-- In a list of at least two numbers, the least and the greatest value are found at two
different positions. -/
theorem exists_extreme_pair [Nontrivial n] {x : n → ℝ} {m M : ℝ}
    (hm : IsLeast (Set.range x) m) (hM : IsGreatest (Set.range x) M) :
    ∃ i j, i ≠ j ∧ x i = m ∧ x j = M := by
  obtain ⟨i, hi⟩ := hm.1
  obtain ⟨j, hj⟩ := hM.1
  by_cases hij : i = j
  · obtain ⟨k, hk⟩ := exists_ne i
    have h1 : m ≤ x k := hm.2 ⟨k, rfl⟩
    have h2 : x k ≤ M := hM.2 ⟨k, rfl⟩
    rw [← hij] at hj
    exact ⟨i, k, hk.symm, hi, by linarith⟩
  · exact ⟨i, j, hij, hi, hj⟩
```

The bound follows by multiplying the positive prefactor by a number that is at most 1.

```lean
/-- For at least two normalised basis functions whose overlap matrix has extreme eigenvalues
m and M, the determinant is at most 4mM/(m+M)². -/
theorem det_le [Nontrivial n] (h : NormalizedOverlap S) {m M : ℝ}
    (hm : IsLeast (Set.range h.eigs) m) (hM : IsGreatest (Set.range h.eigs) M) :
    S.det.re ≤ 4 * m * M / (m + M) ^ 2 := by
  obtain ⟨i, j, hij, rfl, rfl⟩ := exists_extreme_pair hm hM
  have hi0 := eigs_pos h i
  have hj0 := eigs_pos h j
  rw [det_factor h hij]
  exact mul_le_of_le_one_right (by positivity)
    (averaged_prod h.eigs (eigs_pos h) (sum_eigs h) hij).1
```

For the equality case the nonzero prefactor is cancelled, which leaves $P=1$, and the second half of `averaged_prod` applies.

```lean
/-- For at least two linearly independent, normalised functions whose overlap matrix has least
eigenvalue m and greatest eigenvalue M, the determinant equals 4mM/(m+M)² exactly when, apart from
one eigenvalue m and one eigenvalue M, all eigenvalues equal 1. -/
theorem det_eq_iff [Nontrivial n] (h : NormalizedOverlap S) {m M : ℝ}
    (hm : IsLeast (Set.range h.eigs) m) (hM : IsGreatest (Set.range h.eigs) M) :
    S.det.re = 4 * m * M / (m + M) ^ 2 ↔
      ∃ i j, i ≠ j ∧ h.eigs i = m ∧ h.eigs j = M ∧
        ∀ k, k ≠ i → k ≠ j → h.eigs k = 1 := by
  constructor
  · intro heq
    obtain ⟨i, j, hij, rfl, rfl⟩ := exists_extreme_pair hm hM
    have hi0 := eigs_pos h i
    have hj0 := eigs_pos h j
    have hne : 4 * h.eigs i * h.eigs j / (h.eigs i + h.eigs j) ^ 2 ≠ 0 := by positivity
    rw [det_factor h hij] at heq
    exact ⟨i, j, hij, rfl, rfl, (averaged_prod h.eigs (eigs_pos h) (sum_eigs h) hij).2.1
      (mul_left_cancel₀ hne (heq.trans (mul_one _).symm))⟩
  · rintro ⟨i, j, hij, rfl, rfl, hone⟩
    rw [det_factor h hij,
      (averaged_prod h.eigs (eigs_pos h) (sum_eigs h) hij).2.2 hone, mul_one]
```

With exactly two functions, the condition on the remaining eigenvalues is empty: a third position would give three distinct labels in a set of two.

```lean
/-- For exactly two linearly independent, normalised functions, the determinant of the overlap
matrix equals 4mM/(m+M)², where m and M are its least and greatest eigenvalues. -/
theorem det_eq_of_two (hn : Fintype.card n = 2) (h : NormalizedOverlap S) {m M : ℝ}
    (hm : IsLeast (Set.range h.eigs) m) (hM : IsGreatest (Set.range h.eigs) M) :
    S.det.re = 4 * m * M / (m + M) ^ 2 := by
  have : Nontrivial n := Fintype.one_lt_card_iff_nontrivial.1 (by omega)
  obtain ⟨i, j, hij, hi, hj⟩ := exists_extreme_pair hm hM
  refine (det_eq_iff h hm hM).2 ⟨i, j, hij, hi, hj, fun k hki hkj => ?_⟩
  -- a third position does not exist
  have h3 : ({i, j, k} : Finset n).card = 3 :=
    Finset.card_eq_three.2 ⟨i, j, k, hij, hki.symm, hkj.symm, rfl⟩
  have h2 := Finset.card_le_univ ({i, j, k} : Finset n)
  omega
```

The last theorem states the estimate for $M/m$. In its proof, `hid` is the algebraic identity for the squared relative spread, `hs` takes the square root, and `hs1` is $s<1$, which makes the denominator positive. Cross-multiplication then finishes the argument.

```lean
/-- For at least two linearly independent, normalised functions whose overlap matrix S has least
eigenvalue m and greatest eigenvalue M, the condition number M/m is at most (1+s)/(1-s), where s is
the square root of 1 - det S. -/
theorem cond_le [Nontrivial n] (h : NormalizedOverlap S) {m M : ℝ}
    (hm : IsLeast (Set.range h.eigs) m) (hM : IsGreatest (Set.range h.eigs) M) :
    M / m ≤ (1 + √(1 - S.det.re)) / (1 - √(1 - S.det.re)) := by
  have hb := det_le h hm hM
  have hd : 0 < S.det.re := by
    rw [det_eq_prod h, Complex.ofReal_re]
    exact Finset.prod_pos fun i _ => eigs_pos h i
  obtain ⟨i, hi⟩ := hm.1
  obtain ⟨j, hj⟩ := hM.1
  have hm0 : 0 < m := hi ▸ eigs_pos h i
  have hM0 : 0 < M := hj ▸ eigs_pos h j
  have hne : (m + M) ^ 2 ≠ 0 := by positivity
  -- the bound says that the relative spread of the spectrum is at most s
  have hid : ((M - m) / (m + M)) ^ 2 = 1 - 4 * m * M / (m + M) ^ 2 := by
    rw [div_pow, eq_sub_iff_add_eq, ← add_div, div_eq_one_iff_eq hne]
    ring
  have hs : (M - m) / (m + M) ≤ √(1 - S.det.re) :=
    (le_abs_self _).trans (Real.abs_le_sqrt (by linarith))
  rw [div_le_iff₀ (by positivity)] at hs
  have hs1 : √(1 - S.det.re) < 1 := (Real.sqrt_lt' one_pos).2 (by linarith)
  rw [div_le_div_iff₀ hm0 (by linarith)]
  linarith

end OverlapDeterminant
```

```lean
#print axioms OverlapDeterminant.det_eq_of_two
#print axioms OverlapDeterminant.cond_le
```

```
'OverlapDeterminant.det_eq_of_two' depends on axioms: [propext, Classical.choice, Quot.sound]
'OverlapDeterminant.cond_le' depends on axioms: [propext, Classical.choice, Quot.sound]
```
